# The structure factor of a finite set of point charges with zero total charge has modulus at most ‖k‖ times their absolute first moment

Let real charges $q_j$ sit at positions $r_j$ in a real inner-product space $E$, with $j$ running over a finite index set. The wave vector $k$ lies in the same space, and the phase convention is $e^{+i\langle k,r_j\rangle}$. Define

$$S(k)=\sum_j q_j e^{i\langle k,r_j\rangle},\qquad Q=\sum_j q_j,\qquad M=\sum_j |q_j|\,\|r_j\|.$$

In Lean, $S$ is `structureFactor q r k`, $M$ is `absMoment q r`, and $Q$ is written out as a sum. The type `ι` labels the charges, and the norm of a complex number is its modulus. The dimension of `E` is arbitrary.

```lean
import Mathlib

open Finset

namespace NeutralStructureFactor

noncomputable section

variable {ι E : Type*} [Fintype ι] [NormedAddCommGroup E] [InnerProductSpace ℝ E]

/-- The charge structure factor `S(k) = ∑ j, q_j exp(i⟨k, r_j⟩)` of point charges `q_j`
at positions `r_j`. -/
def structureFactor (q : ι → ℝ) (r : ι → E) (k : E) : ℂ :=
  ∑ j, (q j : ℂ) * Complex.exp (((inner ℝ k (r j) : ℝ) : ℂ) * Complex.I)

/-- The absolute first moment `∑ j, |q_j| ‖r_j‖` of the charges about the origin. -/
def absMoment (q : ι → ℝ) (r : ι → E) : ℝ :=
  ∑ j, |q j| * ‖r j‖
```

## Finitely many charges

Physically, this is a point-charge model of a molecule, a cluster or the contents of one simulation cell. Finiteness makes $S$, $Q$ and $M$ ordinary sums. For an infinite set, $M$ may diverge, and the bounds below then say nothing.

The derivation starts from a single phase. For real $x$,

$$|e^{ix}-1|^2=(\cos x-1)^2+\sin^2x=2-2\cos x\le x^2,$$

because $\cos x\ge 1-x^2/2$. Taking square roots gives $|e^{ix}-1|\le|x|$. The Lean proof also bounds the square first, then removes it using the fact that both sides are nonnegative.

```lean
/-- A phase factor `exp(ix)` differs from one by at most `|x|`. -/
theorem norm_phase_sub_one_le (x : ℝ) :
    ‖Complex.exp ((x : ℂ) * Complex.I) - 1‖ ≤ |x| := by
  -- the squared distance is `2 - 2 cos x`
  have h : ‖Complex.exp ((x : ℂ) * Complex.I) - 1‖ ^ 2 ≤ |x| ^ 2 := by
    rw [Complex.sq_norm, Complex.normSq_apply, sq_abs]
    simp only [Complex.sub_re, Complex.sub_im, Complex.one_re, Complex.one_im,
      Complex.exp_ofReal_mul_I_re, Complex.exp_ofReal_mul_I_im]
    nlinarith [Real.one_sub_sq_div_two_le_cos (x := x), Real.sin_sq_add_cos_sq x]
  refine le_of_not_gt fun h' => ?_
  nlinarith [abs_nonneg x, mul_nonneg (abs_nonneg x) (sub_nonneg.2 h'.le)]
```

Subtracting $Q$ term by term, then using the triangle and Cauchy–Schwarz inequalities, gives

$$|S(k)-Q|=\Big|\sum_j q_j\big(e^{i\langle k,r_j\rangle}-1\big)\Big|\le\sum_j|q_j|\,|\langle k,r_j\rangle|\le\|k\|M.$$

In the proof, `hsplit` is the first equality, `norm_sum_le` is the triangle inequality and `abs_real_inner_le_norm` is Cauchy–Schwarz. Neutrality has not yet been used.

```lean
/-- The structure factor of any finite set of charges differs from the total charge by at most
`‖k‖` times the absolute first moment. -/
theorem norm_structureFactor_sub_charge_le (q : ι → ℝ) (r : ι → E) (k : E) :
    ‖structureFactor q r k - ((∑ j, q j : ℝ) : ℂ)‖ ≤ ‖k‖ * absMoment q r := by
  -- subtract the total charge term by term
  have hsplit : structureFactor q r k - ((∑ j, q j : ℝ) : ℂ) =
      ∑ j, (q j : ℂ) *
        (Complex.exp (((inner ℝ k (r j) : ℝ) : ℂ) * Complex.I) - 1) := by
    rw [structureFactor, Complex.ofReal_sum, ← Finset.sum_sub_distrib]
    refine Finset.sum_congr rfl fun j _ => ?_
    ring
  rw [hsplit, absMoment, Finset.mul_sum]
  refine (norm_sum_le _ _).trans (Finset.sum_le_sum fun j _ => ?_)
  rw [norm_mul, Complex.norm_real, Real.norm_eq_abs]
  -- each phase is controlled by the Cauchy-Schwarz inequality
  calc |q j| * ‖Complex.exp (((inner ℝ k (r j) : ℝ) : ℂ) * Complex.I) - 1‖
      ≤ |q j| * (‖k‖ * ‖r j‖) :=
        mul_le_mul_of_nonneg_left
          ((norm_phase_sub_one_le _).trans (abs_real_inner_le_norm _ _)) (abs_nonneg _)
    _ = ‖k‖ * (|q j| * ‖r j‖) := by ring
```

## Zero total charge

The hypothesis `hq` says $Q=0$. Setting $Q=0$ in the last estimate gives $|S(k)|\le\|k\|M$ for every $k$, and the proof makes the same substitution. Without neutrality the bound fails at $k=0$, where $S(0)=Q$ but the right-hand side is zero.

```lean
/-- For a neutral set of charges the structure factor obeys
`|S(k)| ≤ ‖k‖ ∑ j, |q_j| ‖r_j‖`. -/
theorem norm_structureFactor_le (q : ι → ℝ) (r : ι → E) (hq : ∑ j, q j = 0) (k : E) :
    ‖structureFactor q r k‖ ≤ ‖k‖ * absMoment q r := by
  have h := norm_structureFactor_sub_charge_le q r k
  rwa [hq, Complex.ofReal_zero, sub_zero] at h
```

The number $M$ depends on the origin, while $|S(k)|$ does not. For any centre $c$,

$$e^{i\langle k,c\rangle}\sum_j q_j e^{i\langle k,r_j-c\rangle}=S(k),$$

and the prefactor has modulus one. This identity holds for any total charge.

```lean
/-- Measuring all positions from a centre `c` changes the structure factor only by the phase
`exp(i⟨k, c⟩)`. -/
theorem structureFactor_translate (q : ι → ℝ) (r : ι → E) (c k : E) :
    structureFactor q (fun j => r j - c) k *
      Complex.exp (((inner ℝ k c : ℝ) : ℂ) * Complex.I) = structureFactor q r k := by
  unfold structureFactor
  rw [Finset.sum_mul]
  refine Finset.sum_congr rfl fun j _ => ?_
  rw [mul_assoc, ← Complex.exp_add, inner_sub_right, Complex.ofReal_sub, ← add_mul,
    sub_add_cancel]
```

Applying the neutral bound to the shifted positions replaces $M$ by $M_c=\sum_j|q_j|\,\|r_j-c\|$, so a centre near the charges can give a smaller bound.

```lean
/-- For a neutral set of charges the linear bound on the structure factor holds with the
positions measured from any centre `c`. -/
theorem norm_structureFactor_le_centre (q : ι → ℝ) (r : ι → E) (hq : ∑ j, q j = 0)
    (c k : E) :
    ‖structureFactor q r k‖ ≤ ‖k‖ * absMoment q (fun j => r j - c) := by
  rw [← structureFactor_translate q r c k, norm_mul, Complex.norm_exp_ofReal_mul_I, mul_one]
  exact norm_structureFactor_le q _ hq k
```

## A Coulomb weight satisfying ‖k‖²v = 4π

The number $v$ stands for $4\pi/\|k\|^2$, the Fourier transform of $1/r$ in three dimensions, in Gaussian units. The hypothesis `hv` defines it without division and excludes $k=0$, where it would read $0=4\pi$. It also forces $v>0$, so multiplying the squared bound by $v$ preserves the inequality:

$$v|S(k)|^2\le v\|k\|^2M_c^2=4\pi M_c^2.$$

The proof establishes `hv0`, that $v$ is nonnegative, and then follows this line. If $Q\ne0$, the left-hand side instead grows like $4\pi Q^2/\|k\|^2$ as $k\to0$.

```lean
/-- Let `v` be the Coulomb weight at `k`, fixed by `‖k‖² v = 4π`. For neutral charges
`v |S(k)|²` is at most `4π` times the squared absolute first moment about any centre `c`. -/
theorem coulomb_term_le (q : ι → ℝ) (r : ι → E) (hq : ∑ j, q j = 0) (c k : E) (v : ℝ)
    (hv : ‖k‖ ^ 2 * v = 4 * Real.pi) :
    v * ‖structureFactor q r k‖ ^ 2 ≤
      4 * Real.pi * absMoment q (fun j => r j - c) ^ 2 := by
  have hv0 : 0 ≤ v := by
    refine le_of_not_gt fun h => ?_
    nlinarith [mul_nonneg (sq_nonneg ‖k‖) (neg_nonneg.2 h.le), Real.pi_pos]
  -- the factor `‖k‖²` from the structure factor cancels the Coulomb singularity
  calc v * ‖structureFactor q r k‖ ^ 2
      ≤ v * (‖k‖ * absMoment q (fun j => r j - c)) ^ 2 :=
        mul_le_mul_of_nonneg_left
          (pow_le_pow_left₀ (norm_nonneg _) (norm_structureFactor_le_centre q r hq c k) 2) hv0
    _ = (‖k‖ ^ 2 * v) * absMoment q (fun j => r j - c) ^ 2 := by ring
    _ = 4 * Real.pi * absMoment q (fun j => r j - c) ^ 2 := by rw [hv]
```

For a finite neutral set of fixed point charges, this shows that $4\pi|S(k)|^2/\|k\|^2$ stays bounded as $k\to0$. In an Ewald sum with a fixed cell the nonzero $k$ are discrete and stay away from zero; small $k$ appear when the cell grows around the same charges. The bound does not assign a value to the $k=0$ term: a dipole $p$ gives $|S(k)|^2/\|k\|^2\to\langle\hat k,p\rangle^2$ along a fixed unit direction $\hat k$, which generally depends on that direction.

## Nonzero wave vectors in a space of nonzero dimension

The final theorem says that $Q=0$ exactly when some constant $C$ satisfies $|S(k)|^2\le C\|k\|^2$ for all $k\ne0$. If $Q=0$, squaring the linear bound gives $C=M^2$.

The converse uses the lower bound $|S(k)|\ge|Q|-\|k\|M$, which follows from the estimate of $|S(k)-Q|$ and the reverse triangle inequality.

```lean
/-- The modulus of the structure factor is at least the modulus of the total charge minus
`‖k‖` times the absolute first moment. -/
theorem charge_sub_le_norm_structureFactor (q : ι → ℝ) (r : ι → E) (k : E) :
    |∑ j, q j| - ‖k‖ * absMoment q r ≤ ‖structureFactor q r k‖ := by
  have h1 := norm_structureFactor_sub_charge_le q r k
  have h2 := norm_sub_norm_le ((∑ j, q j : ℝ) : ℂ) (structureFactor q r k)
  rw [norm_sub_rev, Complex.norm_real, Real.norm_eq_abs] at h2
  linarith
```

Suppose $Q\ne0$ and some $C$ works. Put $N=M+|C|+1$ and $t=|Q|/(2N)$, and choose $k$ with $\|k\|=t$. Then

$$|S(k)|\ge|Q|-tM\ge|Q|-tN=tN,$$

so $N^2t^2\le|S(k)|^2\le Ct^2$. But $N\ge|C|+1$ gives $N^2>C$, a contradiction.

Lean builds this $k$ by rescaling a nonzero vector `u`, which `[Nontrivial E]` supplies. In a zero-dimensional space there is no $k\ne0$, so the bound holds vacuously even for charged sets and the equivalence fails. The condition $k\ne0$ gives the converse its content: if $k=0$ were allowed, the bound there would read $Q^2\le0$ and give neutrality at once.

```lean
/-- In a space of nonzero dimension, `|S(k)|²` is bounded by a fixed multiple of `‖k‖²` over
all `k ≠ 0` exactly when the total charge vanishes. -/
theorem neutral_iff_uniform_bound [Nontrivial E] (q : ι → ℝ) (r : ι → E) :
    ∑ j, q j = 0 ↔
      ∃ C : ℝ, ∀ k : E, k ≠ 0 → ‖structureFactor q r k‖ ^ 2 ≤ C * ‖k‖ ^ 2 := by
  constructor
  · intro hq
    refine ⟨absMoment q r ^ 2, fun k _ => ?_⟩
    calc ‖structureFactor q r k‖ ^ 2 ≤ (‖k‖ * absMoment q r) ^ 2 :=
          pow_le_pow_left₀ (norm_nonneg _) (norm_structureFactor_le q r hq k) 2
      _ = absMoment q r ^ 2 * ‖k‖ ^ 2 := by ring
  · rintro ⟨C, hC⟩
    by_contra hq
    have ha : 0 < |∑ j, q j| := abs_pos.2 hq
    have hM : 0 ≤ absMoment q r :=
      Finset.sum_nonneg fun j _ => mul_nonneg (abs_nonneg _) (norm_nonneg _)
    have hC0 : 0 ≤ |C| := abs_nonneg C
    -- choose a wave vector of length `t`, so short that `t * absMoment q r` is at most `|∑ j, q j| / 2`
    obtain ⟨N, hN⟩ : ∃ N : ℝ, N = absMoment q r + |C| + 1 := ⟨_, rfl⟩
    have hNpos : 0 < N := by linarith
    obtain ⟨t, ht⟩ : ∃ t : ℝ, t = |∑ j, q j| / (2 * N) := ⟨_, rfl⟩
    have htpos : 0 < t := by rw [ht]; positivity
    have htN : t * N = |∑ j, q j| / 2 := by
      rw [ht]
      field_simp
    obtain ⟨u, hu⟩ := exists_ne (0 : E)
    have hu' : 0 < ‖u‖ := norm_pos_iff.2 hu
    have hk : ‖(t / ‖u‖) • u‖ = t := by
      rw [norm_smul, Real.norm_eq_abs, abs_of_pos (div_pos htpos hu'),
        div_mul_cancel₀ _ hu'.ne']
    have hk0 : (t / ‖u‖) • u ≠ 0 := smul_ne_zero (div_pos htpos hu').ne' hu
    have hup := hC _ hk0
    have hlow := charge_sub_le_norm_structureFactor q r ((t / ‖u‖) • u)
    rw [hk] at hup hlow
    -- there the structure factor still has at least half the total charge
    have htM : t * absMoment q r ≤ t * N :=
      mul_le_mul_of_nonneg_left (by linarith) htpos.le
    have hhalf : t * N ≤ ‖structureFactor q r ((t / ‖u‖) • u)‖ := by linarith
    have hsq := pow_le_pow_left₀ (mul_pos htpos hNpos).le hhalf 2
    have hCN : C < N ^ 2 := by nlinarith [le_abs_self C]
    have hlt : C * t ^ 2 < N ^ 2 * t ^ 2 := mul_lt_mul_of_pos_right hCN (pow_pos htpos 2)
    have heq : (t * N) ^ 2 = N ^ 2 * t ^ 2 := by ring
    linarith

end

end NeutralStructureFactor
```

```lean
#print axioms NeutralStructureFactor.norm_structureFactor_sub_charge_le
-- 'NeutralStructureFactor.norm_structureFactor_sub_charge_le' depends on axioms: [propext, Classical.choice, Quot.sound]
#print axioms NeutralStructureFactor.coulomb_term_le
-- 'NeutralStructureFactor.coulomb_term_le' depends on axioms: [propext, Classical.choice, Quot.sound]
#print axioms NeutralStructureFactor.neutral_iff_uniform_bound
-- 'NeutralStructureFactor.neutral_iff_uniform_bound' depends on axioms: [propext, Classical.choice, Quot.sound]
```
